# The four unit bond directions of a regular tetrahedron have pairwise scalar product −1/3

Four alternating corners of the cube with vertices (±1, ±1, ±1), each divided by √3, give the four bond directions of a regular tetrahedron. The theorem says that the scalar product of two of these real vectors is 1 if they are the same and −1/3 if they are different, so the directions are normalised. This is a purely geometrical statement about four fixed vectors. The proof first takes the factors of √3 out of the scalar product, which leaves the product of the two corners divided by 3, and then checks all sixteen pairs of indices one by one.

In Lean, a first try:

```lean
import Mathlib

open Matrix

namespace MEAMThirdDensity

noncomputable section

/-- Four alternating corners of the cube with vertices `(±1, ±1, ±1)`. -/
def corners : Fin 4 → Fin 3 → ℝ :=
  ![![1, 1, 1], ![1, -1, -1], ![-1, 1, -1], ![-1, -1, 1]]

/-- The four bond directions of a regular tetrahedron. -/
def tetrahedron (i : Fin 4) (a : Fin 3) : ℝ := corners i a / √3

/-- Tetrahedral bond directions have scalar product `1` with themselves and `-1/3` with each
other. -/
theorem tetrahedron_dot (i j : Fin 4) :
    tetrahedron i ⬝ᵥ tetrahedron j = if i = j then 1 else -1 / 3 := by
  have h : tetrahedron i ⬝ᵥ tetrahedron j = (∑ a, corners i a * corners j a) / 3 := by
    simp only [dotProduct, tetrahedron, Fin.sum_univ_three, div_mul_div_comm,
      Real.mul_self_sqrt (by norm_num : (0 : ℝ) ≤ 3)]
    ring
  rw [h]
  fin_cases i <;> fin_cases j <;> norm_num [corners, Fin.sum_univ_three]

end

end MEAMThirdDensity
```

Compiling this gives:

```
Main.lean:19:68: error: unsolved goals
case «0».«0»
h :
  tetrahedron ((fun i => i) ⟨0, ⋯⟩) ⬝ᵥ tetrahedron ((fun i => i) ⟨0, ⋯⟩) =
    (∑ a, corners ((fun i => i) ⟨0, ⋯⟩) a * corners ((fun i => i) ⟨0, ⋯⟩) a) / 3
⊢ (2 + ![1, 1, 1] 2 * ![1, 1, 1] 2) / 3 = 1

case «0».«1»
h :
  tetrahedron ((fun i => i) ⟨0, ⋯⟩) ⬝ᵥ tetrahedron ((fun i => i) ⟨1, ⋯⟩) =
    (∑ a, corners ((fun i => i) ⟨0, ⋯⟩) a * corners ((fun i => i) ⟨1, ⋯⟩) a) / 3
⊢ ![1, 1, 1] 2 * ![1, -1, -1] 2 / 3 = -(1 / 3)

case «0».«2»
h :
  tetrahedron ((fun i => i) ⟨0, ⋯⟩) ⬝ᵥ tetrahedron ((fun i => i) ⟨2, ⋯⟩) =
    (∑ a, corners ((fun i => i) ⟨0, ⋯⟩) a * corners ((fun i => i) ⟨2, ⋯⟩) a) / 3
⊢ ![1, 1, 1] 2 * ![-1, 1, -1] 2 / 3 = -(1 / 3)

case «0».«3»
h :
  tetrahedron ((fun i => i) ⟨0, ⋯⟩) ⬝ᵥ tetrahedron ((fun i => i) ⟨3, ⋯⟩) =
    (∑ a, corners ((fun i => i) ⟨0, ⋯⟩) a * corners ((fun i => i) ⟨3, ⋯⟩) a) / 3
⊢ (-2 + ![1, 1, 1] 2 * ![-1, -1, 1] 2) / 3 = -(1 / 3)

case «1».«0»
h :
  tetrahedron ((fun i => i) ⟨1, ⋯⟩) ⬝ᵥ tetrahedron ((fun i => i) ⟨0, ⋯⟩) =
    (∑ a, corners ((fun i => i) ⟨1, ⋯⟩) a * corners ((fun i => i) ⟨0, ⋯⟩) a) / 3
⊢ ![1, -1, -1] 2 * ![1, 1, 1] 2 / 3 = -(1 / 3)

case «1».«1»
h :
  tetrahedron ((fun i => i) ⟨1, ⋯⟩) ⬝ᵥ tetrahedron ((fun i => i) ⟨1, ⋯⟩) =
    (∑ a, corners ((fun i => i) ⟨1, ⋯⟩) a * corners ((fun i => i) ⟨1, ⋯⟩) a) / 3
⊢ (2 + ![1, -1, -1] 2 * ![1, -1, -1] 2) / 3 = 1

case «1».«2»
h :
  tetrahedron ((fun i => i) ⟨1, ⋯⟩) ⬝ᵥ tetrahedron ((fun i => i) ⟨2, ⋯⟩) =
    (∑ a, corners ((fun i => i) ⟨1, ⋯⟩) a * corners ((fun i => i) ⟨2, ⋯⟩) a) / 3
⊢ (-2 + ![1, -1, -1] 2 * ![-1, 1, -1] 2) / 3 = -(1 / 3)

case «1».«3»
h :
  tetrahedron ((fun i => i) ⟨1, ⋯⟩) ⬝ᵥ tetrahedron ((fun i => i) ⟨3, ⋯⟩) =
    (∑ a, corners ((fun i => i) ⟨1, ⋯⟩) a * corners ((fun i => i) ⟨3, ⋯⟩) a) / 3
⊢ ![1, -1, -1] 2 * ![-1, -1, 1] 2 / 3 = -(1 / 3)

case «2».«0»
h :
  tetrahedron ((fun i => i) ⟨2, ⋯⟩) ⬝ᵥ tetrahedron ((fun i => i) ⟨0, ⋯⟩) =
    (∑ a, corners ((fun i => i) ⟨2, ⋯⟩) a * corners ((fun i => i) ⟨0, ⋯⟩) a) / 3
⊢ ![-1, 1, -1] 2 * ![1, 1, 1] 2 / 3 = -(1 / 3)

case «2».«1»
h :
  tetrahedron ((fun i => i) ⟨2, ⋯⟩) ⬝ᵥ tetrahedron ((fun i => i) ⟨1, ⋯⟩) =
    (∑ a, corners ((fun i => i) ⟨2, ⋯⟩) a * corners ((fun i => i) ⟨1, ⋯⟩) a) / 3
⊢ (-2 + ![-1, 1, -1] 2 * ![1, -1, -1] 2) / 3 = -(1 / 3)

case «2».«2»
h :
  tetrahedron ((fun i => i) ⟨2, ⋯⟩) ⬝ᵥ tetrahedron ((fun i => i) ⟨2, ⋯⟩) =
    (∑ a, corners ((fun i => i) ⟨2, ⋯⟩) a * corners ((fun i => i) ⟨2, ⋯⟩) a) / 3
⊢ (2 + ![-1, 1, -1] 2 * ![-1, 1, -1] 2) / 3 = 1

case «2».«3»
h :
  tetrahedron ((fun i => i) ⟨2, ⋯⟩) ⬝ᵥ tetrahedron ((fun i => i) ⟨3, ⋯⟩) =
    (∑ a, corners ((fun i => i) ⟨2, ⋯⟩) a * corners ((fun i => i) ⟨3, ⋯⟩) a) / 3
⊢ ![-1, 1, -1] 2 * ![-1, -1, 1] 2 / 3 = -(1 / 3)

case «3».«0»
h :
  tetrahedron ((fun i => i) ⟨3, ⋯⟩) ⬝ᵥ tetrahedron ((fun i => i) ⟨0, ⋯⟩) =
    (∑ a, corners ((fun i => i) ⟨3, ⋯⟩) a * corners ((fun i => i) ⟨0, ⋯⟩) a) / 3
⊢ (-2 + ![-1, -1, 1] 2 * ![1, 1, 1] 2) / 3 = -(1 / 3)

case «3».«1»
h :
  tetrahedron ((fun i => i) ⟨3, ⋯⟩) ⬝ᵥ tetrahedron ((fun i => i) ⟨1, ⋯⟩) =
    (∑ a, corners ((fun i => i) ⟨3, ⋯⟩) a * corners ((fun i => i) ⟨1, ⋯⟩) a) / 3
⊢ ![-1, -1, 1] 2 * ![1, -1, -1] 2 / 3 = -(1 / 3)

case «3».«2»
h :
  tetrahedron ((fun i => i) ⟨3, ⋯⟩) ⬝ᵥ tetrahedron ((fun i => i) ⟨2, ⋯⟩) =
    (∑ a, corners ((fun i => i) ⟨3, ⋯⟩) a * corners ((fun i => i) ⟨2, ⋯⟩) a) / 3
⊢ ![-1, -1, 1] 2 * ![-1, 1, -1] 2 / 3 = -(1 / 3)

case «3».«3»
h :
  tetrahedron ((fun i => i) ⟨3, ⋯⟩) ⬝ᵥ tetrahedron ((fun i => i) ⟨3, ⋯⟩) =
    (∑ a, corners ((fun i => i) ⟨3, ⋯⟩) a * corners ((fun i => i) ⟨3, ⋯⟩) a) / 3
⊢ (2 + ![-1, -1, 1] 2 * ![-1, -1, 1] 2) / 3 = 1
```

The repair, with which the file compiles:

```diff
@@ -23,5 +23,5 @@
     ring
   rw [h]
-  fin_cases i <;> fin_cases j <;> norm_num [corners, Fin.sum_univ_three]
+  fin_cases i <;> fin_cases j <;> simp [corners, Fin.sum_univ_three] <;> norm_num
 
 end
```

Cause. The single error lists sixteen unsolved goals, one for each pair of indices. The step `h` is not at fault, and the goals left over are true. In each of them the first two terms of the sum have been worked out, but the third still contains entries such as `![1, 1, 1] 2`, so the arithmetic cannot be finished.

The call `norm_num [corners, Fin.sum_univ_three]` unfolded the corners and the sum, and it could read entries 0 and 1 of a vector, for which Mathlib has ordinary simp lemmas. Entry 2 is read by a simplification procedure, `Matrix.cons_val`, which `simp` runs by default and `norm_num` does not.

The repair therefore gives the same two names to `simp`, which reads all three entries. The `<;> norm_num` after it does the arithmetic with numbers in whatever goals `simp` leaves open.
